# On a periodic grid of three or more points, a τ-dependent energy adds a diagonal term to the generalised Kohn-Sham operator only if its τ-derivative vanishes at every point

Many meta-GGA functionals contain an energy that depends on the kinetic-energy density of the orbitals. When one orbital is varied, does the resulting operator multiply it by a local potential, as for a density functional, or does it couple neighbouring points? Here the question is settled for a finite one-dimensional grid and an energy depending on $\tau$ alone.

## Real orbitals on a finite ring

The orbitals $p_k$, with $k$ in a finite set `K`, are real functions on `ZMod N`, a ring of $N\ge 1$ sites with unit spacing. Set

$$(Dp)_i=p_{i+1}-p_i,\qquad \tau_i=\tfrac12\sum_k (Dp_k)_i^2,\qquad E=\sum_i f(\tau_i).$$

In Lean 4 with Mathlib:

```lean
import Mathlib

open Matrix

namespace MetaGGAKohnSham

noncomputable section

variable {N : ℕ} [NeZero N] {K : Type*} [Fintype K]

/-- The forward difference on a periodic grid of `N` points, as a matrix. -/
def forwardDiff (N : ℕ) : Matrix (ZMod N) (ZMod N) ℝ :=
  Matrix.of fun i j => (if j = i + 1 then 1 else 0) - (if j = i then 1 else 0)

/-- The kinetic-energy density of the orbitals `p k` at grid point `i`. -/
def tau (p : K → ZMod N → ℝ) (i : ZMod N) : ℝ :=
  (1 / 2) * ∑ k, ((forwardDiff N *ᵥ p k) i) ^ 2

/-- The semilocal energy with energy density `f` of the kinetic-energy density. -/
def energy (f : ℝ → ℝ) (p : K → ZMod N → ℝ) : ℝ := ∑ i, f (tau p i)
```

For any weights $w_i$, which sit on the bonds from $i$ to $i+1$, `weightedKinetic w` is $D^T\mathrm{diag}(w)D$. The operator of interest, $M$, is `gksOperator f' p`, with $w_i=f'(\tau_i)$. It depends on all the orbitals through $\tau$. The code calls $M$ the generalised Kohn-Sham operator, but it is only the part that comes from $E$; a meta-GGA calculation adds other terms, such as the ordinary kinetic operator and the external potential.

```lean
/-- The kinetic-type operator `Dᵀ diag(w) D` with position-dependent weight `w`. -/
def weightedKinetic (w : ZMod N → ℝ) : Matrix (ZMod N) (ZMod N) ℝ :=
  (forwardDiff N)ᵀ * diagonal w * forwardDiff N

/-- The generalised Kohn-Sham operator, whose weight is `f'` at the local
kinetic-energy density. -/
def gksOperator (f' : ℝ → ℝ) (p : K → ZMod N → ℝ) : Matrix (ZMod N) (ZMod N) ℝ :=
  weightedKinetic fun i => f' (tau p i)
```

The ring removes boundary terms from the summation by parts. Moving $D$ to the other side gives

$$x\cdot D^T\mathrm{diag}(w)Dy=\sum_i w_i(Dx)_i(Dy)_i .$$

Since $(D^Ty)_i=y_{i-1}-y_i$, the operator acts as minus the divergence of a weighted gradient:

$$(D^T\mathrm{diag}(w)Dx)_i=w_{i-1}(x_i-x_{i-1})-w_i(x_{i+1}-x_i).$$

The next three lemmas are the formula for $D$ and these two identities. In the last, `hT` computes the action of $D^T$.

```lean
/-- The forward difference of `u` at `i` is `u (i + 1) - u i`. -/
theorem forwardDiff_mulVec (u : ZMod N → ℝ) (i : ZMod N) :
    (forwardDiff N *ᵥ u) i = u (i + 1) - u i := by
  simp [forwardDiff, Matrix.mulVec, dotProduct, sub_mul, Finset.sum_sub_distrib]

/-- Matrix elements of the weighted kinetic operator are weighted sums of products
of forward differences. -/
theorem weightedKinetic_form (w x y : ZMod N → ℝ) :
    x ⬝ᵥ weightedKinetic w *ᵥ y =
      ∑ i, w i * ((forwardDiff N *ᵥ x) i * (forwardDiff N *ᵥ y) i) := by
  rw [weightedKinetic, ← Matrix.mulVec_mulVec, ← Matrix.mulVec_mulVec,
    Matrix.dotProduct_mulVec, Matrix.vecMul_transpose]
  simp only [dotProduct, Matrix.mulVec_diagonal]
  exact Finset.sum_congr rfl fun i _ => by ring

/-- The weighted kinetic operator acts as minus the discrete divergence of the
weighted gradient. -/
theorem weightedKinetic_mulVec (w x : ZMod N → ℝ) (i : ZMod N) :
    (weightedKinetic w *ᵥ x) i =
      w (i - 1) * (x i - x (i - 1)) - w i * (x (i + 1) - x i) := by
  have h : ∀ l : ZMod N, (i = l + 1) ↔ (i - 1 = l) := fun l => sub_eq_iff_eq_add.symm
  -- the transposed difference is minus the backward difference
  have hT : ∀ y : ZMod N → ℝ, ((forwardDiff N)ᵀ *ᵥ y) i = y (i - 1) - y i := by
    intro y
    simp only [Matrix.mulVec, dotProduct, Matrix.transpose_apply, forwardDiff,
      Matrix.of_apply, h, sub_mul, ite_mul, one_mul, zero_mul, Finset.sum_sub_distrib,
      Finset.sum_ite_eq, Finset.mem_univ, if_true]
  rw [weightedKinetic, ← Matrix.mulVec_mulVec, ← Matrix.mulVec_mulVec, hT,
    Matrix.mulVec_diagonal, Matrix.mulVec_diagonal, forwardDiff_mulVec,
    forwardDiff_mulVec, sub_add_cancel]
```

With open ends, the formula would change at the two end sites. The model has no density or density-gradient dependence, no complex orbitals and no orthonormality constraint. The derivative is taken with respect to a real orbital, so $M$ corresponds to twice the usual $-\tfrac12\nabla\cdot(f'\nabla)$.

## At least three sites

The hypothesis `hN : 3 ≤ N` says that the two neighbours of a site are different sites. By hand, apply the operator to the function that is 1 at $i+1$ and 0 elsewhere, and read the result at $i$. Because $i-1$, $i$ and $i+1$ are distinct, only $-w_i$ survives. A diagonal operator therefore has every $w_i=0$; conversely, zero weights give the zero matrix.

The proof follows the same route. `hne` shows that 1 and 2 are nonzero modulo $N$, and `Pi.single (i + 1) 1` is the test function.

```lean
/-- On at least three grid points, the matrix element between neighbours `i` and
`i + 1` is `-w i`. -/
theorem weightedKinetic_neighbour (hN : 3 ≤ N) (w : ZMod N → ℝ) (i : ZMod N) :
    weightedKinetic w i (i + 1) = -w i := by
  have hne : ∀ a : ℕ, 0 < a → a < 3 → (a : ZMod N) ≠ 0 := by
    intro a ha ha3 h
    have h1 := Nat.le_of_dvd ha ((CharP.cast_eq_zero_iff (ZMod N) N a).1 h)
    omega
  have h1 : i ≠ i + 1 := fun h => hne 1 (by norm_num) (by norm_num) (by
    push_cast
    linear_combination -h)
  have h2 : i - 1 ≠ i + 1 := fun h => hne 2 (by norm_num) (by norm_num) (by
    push_cast
    linear_combination -h)
  -- apply the operator to a function supported at the neighbour
  have e := weightedKinetic_mulVec w (Pi.single (i + 1) 1) i
  rw [Pi.single_eq_of_ne h1, Pi.single_eq_of_ne h2, Pi.single_eq_same,
    Matrix.mulVec_single_one] at e
  simpa using e

/-- On at least three grid points, the weighted kinetic operator is diagonal exactly
when its weight vanishes everywhere. -/
theorem weightedKinetic_isDiag_iff (hN : 3 ≤ N) (w : ZMod N → ℝ) :
    (weightedKinetic w).IsDiag ↔ ∀ i, w i = 0 := by
  constructor
  · intro h i
    have e := weightedKinetic_neighbour hN w i
    by_cases hi : i = i + 1
    · -- a site is never its own neighbour
      have h1 : ((1 : ℕ) : ZMod N) = 0 := by
        push_cast
        linear_combination -hi
      have h2 := Nat.le_of_dvd one_pos ((CharP.cast_eq_zero_iff (ZMod N) N 1).1 h1)
      omega
    · rw [h hi] at e
      linarith
  · intro h i j _
    simp [weightedKinetic, Matrix.mul_apply, Matrix.diagonal_apply, h]
```

On two sites both bonds join the same pair, and weights $1$ and $-1$ cancel:

```lean
/-- On two grid points, the weight that is `1` on one point and `-1` on the other
gives an operator that annihilates every function. -/
theorem two_site_cancellation (x : ZMod 2 → ℝ) :
    weightedKinetic (fun i : ZMod 2 => if i = 0 then (1 : ℝ) else -1) *ᵥ x = 0 := by
  have hs : ∀ i : ZMod 2, i - 1 = i + 1 := by decide
  have hc : ∀ i : ZMod 2, (i = 0 ∧ i + 1 ≠ 0) ∨ (i ≠ 0 ∧ i + 1 = 0) := by decide
  ext i
  rw [weightedKinetic_mulVec, hs i, Pi.zero_apply]
  rcases hc i with ⟨a, b⟩ | ⟨a, b⟩
  · rw [if_pos a, if_neg b]
    ring
  · rw [if_neg a, if_pos b]
    ring
```

This defeats the criterion for arbitrary weights. Weights of the form $f'(\tau_i)$ escape it at $N=2$, because there $\tau_0=\tau_1$ and the off-diagonal entry is $-2f'(\tau_0)$. At $N=1$ the criterion does fail for $M$: $D=0$, so $M=0$ whatever $f'(0)$ is.

## A derivative of $f$ at each local $\tau_i$

The hypothesis `hf` says that the energy density is differentiable in $\tau$ at the values present on the grid. It also ties `f'`, otherwise an arbitrary function, to `f`. By hand it is used in the chain rule. Let the orbitals move with velocities $q_k$. Then

$$\dot\tau_i=\sum_k (Dq_k)_i(Dp_k)_i,$$

where the factor $\tfrac12$ has cancelled the 2 from the square, and

$$\dot E=\sum_i f'(\tau_i)\sum_k(Dq_k)_i(Dp_k)_i=\sum_k q_k\cdot Mp_k .$$

In the proof, `hτ` is the first formula, `(hf i).comp` is the chain rule, and `Finset.sum_comm` exchanges the sums. The curve `c` need not be a straight line; it only has to pass through `p` at time `s` with velocity `q`.

```lean
/-- Suppose `f` has derivative `f'` at every local kinetic-energy density of `p`. If the orbitals
move along `c`, passing through `p` at time `s` with velocity `q`, the energy then changes at the
rate `∑ k, q k · M p k`, where `M` is `gksOperator f' p`. -/
theorem energy_hasDerivAt (f f' : ℝ → ℝ) (c : ℝ → K → ZMod N → ℝ)
    (p q : K → ZMod N → ℝ) (s : ℝ) (hp : c s = p)
    (hc : ∀ k i, HasDerivAt (fun t => c t k i) (q k i) s)
    (hf : ∀ i, HasDerivAt f (f' (tau p i)) (tau p i)) :
    HasDerivAt (fun t => energy f (c t)) (∑ k, q k ⬝ᵥ gksOperator f' p *ᵥ p k) s := by
  subst hp
  -- rate of change of the kinetic-energy density
  have hτ : ∀ i, HasDerivAt (fun t => tau (c t) i)
      (∑ k, (forwardDiff N *ᵥ q k) i * (forwardDiff N *ᵥ c s k) i) s := by
    intro i
    simp only [tau, forwardDiff_mulVec, sq]
    have h := (HasDerivAt.fun_sum (u := Finset.univ) (fun k _ =>
      ((hc k (i + 1)).fun_sub (hc k i)).fun_mul
        ((hc k (i + 1)).fun_sub (hc k i)))).const_mul (1 / 2 : ℝ)
    refine h.congr_deriv ?_
    rw [Finset.mul_sum]
    exact Finset.sum_congr rfl fun k _ => by ring
  -- chain rule at each grid point, then exchange of the two sums
  have h1 : ∀ i, HasDerivAt (fun t => f (tau (c t) i)) (f' (tau (c s) i) *
      ∑ k, (forwardDiff N *ᵥ q k) i * (forwardDiff N *ᵥ c s k) i) s :=
    fun i => (hf i).comp s (hτ i)
  have h2 := HasDerivAt.fun_sum (u := Finset.univ) (fun i _ => h1 i)
  refine h2.congr_deriv ?_
  simp only [gksOperator, weightedKinetic_form, Finset.mul_sum]
  exact Finset.sum_comm
```

Without `hf` the energy may have no derivative. Take $f(\tau)=\sqrt\tau$ for $\tau\ge0$ and one constant orbital: moving it by $tv$ gives $E=|t|\sum_i|(Dv)_i|/\sqrt2$, which has a kink at $t=0$ unless $v$ is constant. Where $\tau_i=0$, `HasDerivAt` asks for a two-sided derivative, although physical values of $\tau$ lie on one side only.

## A nonnegative $f'$

The condition $f'(\tau_i)\ge0$ means that raising the local kinetic-energy density never lowers the energy to first order. It enters only the positivity claim, through

$$x\cdot Mx=\sum_i f'(\tau_i)(Dx)_i^2\ge0 .$$

The final theorem has four parts:

- Replacing $p_k$ by $p_k+tv$ changes $E$ at rate $v\cdot Mp_k$ at $t=0$, for every $k$ and $v$; thus the gradient in $p_k$ is $Mp_k$.
- $M$ is symmetric.
- If every $f'(\tau_i)\ge0$, then $x\cdot Mx\ge0$ for all real $x$.
- $M$ is diagonal exactly when every $f'(\tau_i)=0$.

For the first part, the proof gives orbital $k$ velocity $v$ and all others velocity zero, so the sum over orbitals reduces to one term. Symmetry comes from transposing the product, and positivity from `weightedKinetic_form` and a sum of nonnegative terms.

```lean
/-- On at least three grid points, let `f` have derivative `f'` at every local kinetic-energy
density. Then the energy gradient in orbital `p k` is `M p k`, where the generalised Kohn-Sham
operator `M` is symmetric, positive semidefinite if `f'` is nonnegative at every local
kinetic-energy density, and diagonal exactly when `f'` vanishes at all of them. -/
theorem gksOperator_main [DecidableEq K] (hN : 3 ≤ N) (f f' : ℝ → ℝ)
    (p : K → ZMod N → ℝ) (hf : ∀ i, HasDerivAt f (f' (tau p i)) (tau p i)) :
    (∀ k v, HasDerivAt (fun t : ℝ => energy f (Function.update p k (p k + t • v)))
      (v ⬝ᵥ gksOperator f' p *ᵥ p k) 0) ∧
    (gksOperator f' p).IsSymm ∧
    ((∀ i, 0 ≤ f' (tau p i)) → ∀ x, 0 ≤ x ⬝ᵥ gksOperator f' p *ᵥ x) ∧
    ((gksOperator f' p).IsDiag ↔ ∀ i, f' (tau p i) = 0) := by
  refine ⟨fun k v => ?_, ?_, fun h x => ?_, weightedKinetic_isDiag_iff hN _⟩
  · -- only orbital `k` moves, with velocity `v`
    have h := energy_hasDerivAt f f' (fun t => Function.update p k (p k + t • v)) p
      (Pi.single k v) 0 (by simp) (by
        intro l i
        by_cases hl : l = k
        · subst hl
          simp only [Function.update_self, Pi.single_eq_same, Pi.add_apply,
            Pi.smul_apply, smul_eq_mul]
          exact (((hasDerivAt_id' (0 : ℝ)).mul_const (v i)).const_add
            (p l i)).congr_deriv (one_mul _)
        · simp only [Function.update_of_ne hl, Pi.single_eq_of_ne hl, Pi.zero_apply]
          exact hasDerivAt_const _ _) hf
    refine h.congr_deriv ?_
    rw [Finset.sum_eq_single k]
    · rw [Pi.single_eq_same]
    · intro l _ hl
      rw [Pi.single_eq_of_ne hl, zero_dotProduct]
    · intro hk
      exact absurd (Finset.mem_univ k) hk
  · simp [Matrix.IsSymm, gksOperator, weightedKinetic, Matrix.transpose_mul,
      Matrix.mul_assoc]
  · rw [gksOperator, weightedKinetic_form]
    exact Finset.sum_nonneg fun i _ => mul_nonneg (h i) (mul_self_nonneg _)

end

end MetaGGAKohnSham
```

```lean
#print axioms MetaGGAKohnSham.two_site_cancellation
-- 'MetaGGAKohnSham.two_site_cancellation' depends on axioms: [propext, Classical.choice, Quot.sound]
#print axioms MetaGGAKohnSham.gksOperator_main
-- 'MetaGGAKohnSham.gksOperator_main' depends on axioms: [propext, Classical.choice, Quot.sound]
```

Without the sign condition positivity can fail: $f(\tau)=-\tau$ gives $x\cdot Mx=-\sum_i(Dx)_i^2$, which is negative for every nonconstant $x$.

## Three sites with $f(\tau)=2\tau^2$

Take one normalised orbital $p=(1,0,-1)/\sqrt2$. Then $Dp=(-1,-1,2)/\sqrt2$ and $\tau=(\tfrac14,\tfrac14,1)$. Since $f'(\tau)=4\tau$, the weights are $(1,1,4)$, and

$$M=\begin{pmatrix}5&-1&-4\\-1&2&-1\\-4&-1&5\end{pmatrix},\qquad Mp=9p .$$

$M$ is not diagonal, although on this particular orbital it acts as the number 9. The criterion concerns the matrix, not its action on selected orbitals.

The example also exposes a slip: reading the energy off as $\tfrac12\sum_k p_k\cdot Mp_k$, as if $M$ were fixed. That gives $\tfrac92$, while $E=2(\tfrac1{16}+\tfrac1{16}+1)=\tfrac94$. The shortcut is right for $f(\tau)=c\tau$, where $M$ does not depend on the orbitals. The gradient is unaffected: scaling $p$ by $1+t$ multiplies $E$ by $(1+t)^4$, so the rate at $t=0$ is $4\cdot\tfrac94=9=p\cdot Mp$.
